# For nonsingular 1 + B, a single-site field flip multiplies det(1 + B) by 1 + d(1 − G_kk)

Take one fermion level, so that B is a single number b with 1 + b ≠ 0. Define G = 1/(1 + b), and let a field flip multiply b by 1 + d. Then

1 + (1 + d)b = (1 + b) + db = (1 + b)(1 + d · b/(1 + b)) = (1 + b)(1 + d(1 − G)).

The last step uses 1 − G = b/(1 + b). The new determinant is the old one times a factor that needs only d and G.

If b = exp(−βε), with inverse temperature β and level energy ε measured from the chemical potential, then 1 + b is the grand partition function of the level and 1 − G is its Fermi occupation. The factor is 1 plus d times the occupation. In the limiting case d = −1 the occupied state is removed, and the factor becomes G, the probability that the level was empty.

## The ratio on a lattice

Let B be a square matrix with rows and columns labelled by sites, and let det(1 + B) ≠ 0. Its entries lie in K, which is the real numbers, the complex numbers or any other field in the sense of algebra. The equal-time Green function is

G = (1 + B)⁻¹.

Write E_kk for the matrix with a 1 at position (k, k) and zeros elsewhere; the comments in the file write it as e_k e_kᵀ. A flip of strength d at site k gives

B′ = (1 + d E_kk) B,

which multiplies row k of B by 1 + d. The determinant then changes by the same factor as for one level, with G replaced by a diagonal element:

det(1 + B′) = det(1 + B) · R, where R = 1 + d(1 − G_kk).

If R ≠ 0, the new Green function is

G′ = G − R⁻¹ G (d E_kk) (1 − G),

or, element by element, with δ_kj equal to 1 for k = j and 0 otherwise,

G′_ij = G_ij − (d/R) G_ik (δ_kj − G_kj).

## The accept step and the update of G

In determinant Monte Carlo for the Hubbard model, the interaction is decoupled by an auxiliary field, and for each fixed field configuration the electrons are non-interacting. The weight of a configuration then contains a factor det(1 + B) for each spin, where B is the product of the time-slice propagators. If a field value x = ±1 enters site k through a factor exp(αx), where α is the coupling constant of the decoupling for the spin in question, the flip x → −x has

d = exp(−2αx) − 1.

If the auxiliary field couples to the difference of the two spin densities, α has opposite signs for the two spins. Each spin has its own B, G and d, and the proposal is judged with the product of their two ratios, together with any scalar factor that the decoupling contributes.

With G in memory, R costs a fixed number of operations. An accepted flip costs of order N² operations for G′ on N sites, against order N³ for a fresh dense determinant or inverse.

The order of factors matters. Here the changed factor stands at the left end of B, so a code that uses these formulas as written has to arrange the time-slice product cyclically with the current field factor in that place. If the factor stands at the right end, the formula for G′ needs its factors in a different order.

## From one factorisation to the ratio, the update and pairs of flips

Since G(1 + B) = 1,

(1 − G)(1 + B) = (1 + B) − 1 = B.

Let D be any matrix of the same size. Replacing B by (1 + D)B and inserting this expression for B gives

1 + (1 + D)B = (1 + B) + DB
= (1 + B) + D(1 − G)(1 + B)
= (1 + D(1 − G))(1 + B).

The ratio of determinants is therefore det(1 + D(1 − G)).

Now let D be a sum of single-site changes, labelled by a, with strength d_a at site s(a):

D = Σ_a d_a E_{s(a)s(a)}.

It factors as D = UV, where U_ia = d_a if s(a) = i and 0 otherwise, and V_aj = 1 if s(a) = j and 0 otherwise. With M = 1 − G, the identity det(1 + XY) = det(1 + YX), applied to X = U and Y = VM, gives

det(1 + UVM) = det(1 + VMU), with (VMU)_ab = M_{s(a)s(b)} d_b.

The determinant on the right has as many rows as there are changes. For one change it is the number 1 + (1 − G_kk)d, which is R.

For the Green function, set D = d E_kk and Q = D(1 − G). Only the (k, k) element of 1 − G survives between two copies of D, so

Q² = D(1 − G)D(1 − G) = d(1 − G_kk) Q = (R − 1)Q.

If R ≠ 0, then

(1 + Q)(1 − R⁻¹Q) = 1 + Q − R⁻¹(Q + (R − 1)Q) = 1 + Q − Q = 1.

Since 1 + B′ = (1 + Q)(1 + B), its inverse is G(1 − R⁻¹Q), which is the formula for G′.

For flips of strengths d and e at different sites k and l, the product E_kk E_ll vanishes, so

(1 + d E_kk)(1 + e E_ll) = 1 + d E_kk + e E_ll.

The small matrix now has the rows

(1 + (1 − G_kk)d, −G_kl e)
(−G_lk d, 1 + (1 − G_ll)e),

and the joint ratio is its determinant:

(1 + d(1 − G_kk))(1 + e(1 − G_ll)) − d e G_kl G_lk.

The single ratios, both computed from the old G, multiply correctly only if the last term is zero. After accepting a flip at one site, a sweep therefore cannot in general put the old G into the single-flip formula at the next. It can update G first, or keep the old G and divide the joint ratio by the ratio of the accepted flip.

## The Lean file

```lean
import Mathlib

namespace DeterminantMonteCarlo

variable {n K : Type*} [Fintype n] [DecidableEq n] [Field K]

/-- The equal-time Green function `G = (1 + B)⁻¹` of the propagator matrix `B`,
meaningful when `1 + B` is nonsingular. -/
noncomputable def green (B : Matrix n n K) : Matrix n n K := (1 + B)⁻¹

/-- An auxiliary-field flip at site `k`: row `k` of the propagator matrix `B` is
multiplied by `1 + d`, written as `(1 + d e_k e_kᵀ) B`. -/
def flipSite (k : n) (d : K) (B : Matrix n n K) : Matrix n n K :=
  (1 + Matrix.single k k d) * B

/-- If `1 + B` is nonsingular, then `(1 - G) (1 + B) = B`. -/
theorem one_sub_green_mul {B : Matrix n n K} (h : (1 + B).det ≠ 0) :
    (1 - green B) * (1 + B) = B := by
  have h1 : green B * (1 + B) = 1 :=
    Matrix.nonsing_inv_mul _ (isUnit_iff_ne_zero.mpr h)
  rw [sub_mul, h1, one_mul]
  abel

/-- If `1 + B` is nonsingular, changing `B` to `(1 + D) B` multiplies `1 + B` from the
left by `1 + D (1 - G)`. -/
theorem one_add_mul_factor {B : Matrix n n K} (h : (1 + B).det ≠ 0)
    (D : Matrix n n K) :
    1 + (1 + D) * B = (1 + D * (1 - green B)) * (1 + B) := by
  have h2 := one_sub_green_mul h
  calc 1 + (1 + D) * B = (1 + B) + D * B := by noncomm_ring
    _ = (1 + B) + D * ((1 - green B) * (1 + B)) := by rw [h2]
    _ = (1 + D * (1 - green B)) * (1 + B) := by noncomm_ring

/-- For nonsingular `1 + B`, changes of strength `d a` at the sites `s a` give a
determinant ratio that is itself a determinant, of size the number of changes. -/
theorem det_cluster_flip {m : Type*} [Fintype m] [DecidableEq m]
    {B : Matrix n n K} (h : (1 + B).det ≠ 0) (s : m → n) (d : m → K) :
    (1 + (1 + ∑ a, Matrix.single (s a) (s a) (d a)) * B).det =
      (1 + B).det *
        (1 + Matrix.of fun a b => (1 - green B) (s a) (s b) * d b).det := by
  -- the change factors through the small index set `m`
  have hUV : (∑ a, Matrix.single (s a) (s a) (d a) : Matrix n n K) =
      (Matrix.of fun (i : n) (a : m) => if s a = i then d a else 0) *
        (Matrix.of fun (a : m) (j : n) => if s a = j then (1 : K) else 0) := by
    ext i j
    rw [Matrix.sum_apply, Matrix.mul_apply]
    refine Finset.sum_congr rfl fun a _ => ?_
    simp only [Matrix.single_apply, Matrix.of_apply]
    split_ifs <;> simp_all
  -- `det (1 + U V) = det (1 + V U)` moves the determinant to size `m`
  have hdet : (1 + (∑ a, Matrix.single (s a) (s a) (d a)) * (1 - green B)).det =
      (1 + Matrix.of fun a b => (1 - green B) (s a) (s b) * d b).det := by
    generalize 1 - green B = M
    rw [hUV, Matrix.mul_assoc, Matrix.det_one_add_mul_comm]
    refine congrArg (fun X : Matrix m m K => (1 + X).det) ?_
    ext a b
    simp [Matrix.mul_apply]
  rw [one_add_mul_factor h, Matrix.det_mul, hdet, mul_comm]

/-- The flip ratio of determinant Monte Carlo: for nonsingular `1 + B`, a flip of
strength `d` at site `k` multiplies `det (1 + B)` by `1 + d (1 - G_kk)`. -/
theorem det_flip {B : Matrix n n K} (h : (1 + B).det ≠ 0) (k : n) (d : K) :
    (1 + flipSite k d B).det = (1 + B).det * (1 + d * (1 - green B k k)) := by
  have h1 := det_cluster_flip h (fun _ : Unit => k) (fun _ => d)
  simp only [Finset.univ_unique, Finset.sum_singleton, Matrix.det_unique,
    Matrix.add_apply, Matrix.sub_apply, Matrix.of_apply, Matrix.one_apply_eq] at h1
  rw [flipSite, h1]
  ring

/-- Starting from a nonsingular `1 + B`, the matrix after the flip is nonsingular
exactly when the flip ratio is nonzero. -/
theorem flip_nonsingular_iff {B : Matrix n n K} (h : (1 + B).det ≠ 0) (k : n) (d : K) :
    (1 + flipSite k d B).det ≠ 0 ↔ 1 + d * (1 - green B k k) ≠ 0 := by
  rw [det_flip h, mul_ne_zero_iff, and_iff_right h]

/-- A matrix `P` placed between two copies of the single-site matrix `d e_k e_kᵀ`
contributes only its diagonal element `P_kk`. -/
theorem site_sandwich (k : n) (d : K) (P : Matrix n n K) :
    Matrix.single k k d * P * Matrix.single k k d =
      (d * P k k) • Matrix.single k k d := by
  ext i j
  rcases eq_or_ne k i with rfl | hi <;> rcases eq_or_ne k j with rfl | hj <;>
    simp [Matrix.mul_apply, Matrix.single_apply, *]

/-- The rank-one update of the Green function after a flip, for nonsingular `1 + B`
and nonzero flip ratio `R`: `G' = G - R⁻¹ G (d e_k e_kᵀ) (1 - G)`. -/
theorem green_flip {B : Matrix n n K} (h : (1 + B).det ≠ 0) (k : n) (d : K)
    (hR : 1 + d * (1 - green B k k) ≠ 0) :
    green (flipSite k d B) = green B - (1 + d * (1 - green B k k))⁻¹ •
      (green B * Matrix.single k k d * (1 - green B)) := by
  have hG : (1 + B) * green B = 1 :=
    Matrix.mul_nonsing_inv _ (isUnit_iff_ne_zero.mpr h)
  -- inverse of `1 + Q` when `Q²` is a multiple of `Q`
  have key : ∀ Q : Matrix n n K, Q * Q = (d * (1 - green B k k)) • Q →
      (1 + Q) * (1 - (1 + d * (1 - green B k k))⁻¹ • Q) = 1 := by
    intro Q hQ
    have e : Q + (d * (1 - green B k k)) • Q = (1 + d * (1 - green B k k)) • Q := by
      rw [add_smul, one_smul]
    rw [mul_sub, mul_one, Matrix.mul_smul, add_mul, one_mul, hQ, e, smul_smul,
      inv_mul_cancel₀ hR, one_smul, add_sub_cancel_right]
  have pull : ∀ (c : K) (P : Matrix n n K),
      green B - c • (green B * Matrix.single k k d * P) =
        green B * (1 - c • (Matrix.single k k d * P)) := by
    intro c P
    rw [mul_sub, mul_one, Matrix.mul_smul, Matrix.mul_assoc]
  have hQ : Matrix.single k k d * (1 - green B) * (Matrix.single k k d * (1 - green B)) =
      (d * (1 - green B k k)) • (Matrix.single k k d * (1 - green B)) := by
    rw [← Matrix.mul_assoc, site_sandwich, Matrix.smul_mul, Matrix.sub_apply,
      Matrix.one_apply_eq]
  refine Matrix.inv_eq_right_inv ?_
  rw [flipSite, one_add_mul_factor h, pull, Matrix.mul_assoc,
    ← Matrix.mul_assoc (1 + B), hG, Matrix.one_mul]
  exact key _ hQ

/-- For nonsingular `1 + B`, flips at two different sites `k` and `l` have the product
of the single-flip ratios, less `d e G_kl G_lk`, as their joint ratio. -/
theorem det_two_flips {B : Matrix n n K} (h : (1 + B).det ≠ 0) {k l : n}
    (hkl : k ≠ l) (d e : K) :
    (1 + flipSite k d (flipSite l e B)).det = (1 + B).det *
      ((1 + d * (1 - green B k k)) * (1 + e * (1 - green B l l))
        - d * e * green B k l * green B l k) := by
  -- changes at different sites have vanishing product
  have h0 : Matrix.single k k d * Matrix.single l l e = 0 := by
    ext i j
    rw [Matrix.mul_apply]
    refine Finset.sum_eq_zero fun x _ => ?_
    rcases eq_or_ne k x with rfl | hx
    · simp [Matrix.single_apply, hkl.symm]
    · simp [Matrix.single_apply, hx]
  have h1 : flipSite k d (flipSite l e B) =
      (1 + (Matrix.single k k d + Matrix.single l l e)) * B := by
    have h2 : (1 + Matrix.single k k d) * (1 + Matrix.single l l e) =
        1 + (Matrix.single k k d + Matrix.single l l e) := by
      rw [mul_add, mul_one, add_mul, one_mul, h0, add_zero, add_assoc]
    rw [flipSite, flipSite, ← Matrix.mul_assoc, h2]
  have h3 := det_cluster_flip h ![k, l] ![d, e]
  simp only [Fin.sum_univ_two, Matrix.det_fin_two, Matrix.add_apply, Matrix.sub_apply,
    Matrix.of_apply, Matrix.cons_val_zero, Matrix.cons_val_one, Matrix.cons_val_fin_one,
    Matrix.one_apply_eq,
    Matrix.one_apply_ne (zero_ne_one : (0 : Fin 2) ≠ 1),
    Matrix.one_apply_ne (one_ne_zero : (1 : Fin 2) ≠ 0)] at h3
  -- read the site labels off the two-component lists
  have h4 : (1 + (1 + (Matrix.single k k d + Matrix.single l l e)) * B).det =
      (1 + B).det * ((1 + (1 - green B k k) * d) * (1 + (1 - green B l l) * e) -
        (0 + ((1 : Matrix n n K) k l - green B k l) * e) *
          (0 + ((1 : Matrix n n K) l k - green B l k) * d)) := h3
  rw [h1, h4, Matrix.one_apply_ne hkl, Matrix.one_apply_ne hkl.symm]
  ring

end DeterminantMonteCarlo
```

```lean
#print axioms DeterminantMonteCarlo.det_flip
#print axioms DeterminantMonteCarlo.flip_nonsingular_iff
#print axioms DeterminantMonteCarlo.green_flip
#print axioms DeterminantMonteCarlo.det_two_flips
```

```
'DeterminantMonteCarlo.det_flip' depends on axioms: [propext, Classical.choice, Quot.sound]
'DeterminantMonteCarlo.flip_nonsingular_iff' depends on axioms: [propext, Classical.choice, Quot.sound]
'DeterminantMonteCarlo.green_flip' depends on axioms: [propext, Classical.choice, Quot.sound]
'DeterminantMonteCarlo.det_two_flips' depends on axioms: [propext, Classical.choice, Quot.sound]
```

## Sites, strengths and hypotheses in Lean

The finite type `n` is the set of sites and `K` is the field of matrix entries; real and complex propagators are both included. The definition `green B` is the matrix inverse of 1 + B, and `green B k k` is G_kk. The definition `flipSite k d B` is (1 + d E_kk)B, with d E_kk written as `Matrix.single k k d`.

Read in words, `det_flip` says that for every B with det(1 + B) ≠ 0, every site k and every strength d in K, the determinant after the flip equals the determinant before it times 1 + d(1 − G_kk). It is stated as a product, so it also holds when the new determinant is zero. By `flip_nonsingular_iff`, that happens exactly when the ratio is zero.

The hypothesis `(1 + B).det ≠ 0` says that the current configuration has a nonzero determinant for the spin in question, so that its Green function exists. Some condition of this kind is needed: for the single number B = −1 and d ≠ 0, the new determinant is −d, while the right-hand side is zero whatever value is put in for G. The theorem `green_flip` has the further hypothesis `hR`, that the ratio is nonzero. It stands for a flip to a configuration that again has a Green function.

In `det_cluster_flip`, the type `m` labels the changes, `s` assigns a site to each, and `d` assigns a strength. Sites may repeat, and strengths at the same site then add. This differs from successive flips at one site, whose factors 1 + d multiply. The theorem `det_two_flips` does treat successive flips, and it requires the sites to be different.

## What each lemma contributes

`one_sub_green_mul` is the identity (1 − G)(1 + B) = B, which uses nonsingularity through G(1 + B) = 1. The proof of `green_flip` also uses nonsingularity directly, in the step `hG`, which is (1 + B)G = 1. `one_add_mul_factor` is the factorisation for arbitrary D, with a `calc` block that follows the three lines of the derivation.

In `det_cluster_flip`, the step `hUV` checks D = UV entry by entry. The step `hdet` replaces 1 − G by a general matrix `M`, applies `Matrix.det_one_add_mul_comm`, which is det(1 + XY) = det(1 + YX), and computes the entries of VMU. The last line combines this with the factorisation and the product rule for determinants. `det_flip` is the case in which `m` has one element: the small determinant is its single entry, and `ring` puts the factors in the stated order.

For the single-site change D = d E_kk, `site_sandwich` proves that D P D equals d P_kk times D for any matrix P, by comparing entries inside and outside row k and column k. In `green_flip`, the step `hQ` uses this to obtain Q² = (R − 1)Q, and `key` is the multiplication that gives (1 + Q)(1 − R⁻¹Q) = 1. The step `pull` takes G out to the left in the proposed formula for G′. The proof then multiplies 1 + B′ by that formula and obtains 1. For square matrices a right inverse is the inverse, which is the content of `Matrix.inv_eq_right_inv`.

In `det_two_flips`, the step `h0` shows that changes at different sites have vanishing product, and `h1` turns the two successive flips into one sum of changes. The cluster theorem is then applied to the lists `![k, l]` and `![d, e]`, the 2 × 2 determinant is expanded, and `ring` finishes the algebra.

## From the matrix identity to a running simulation

For a code, the theorems settle the algebra of the accept step: the sign in front of G_kk, the placement of 1 − G in the update, and the cross term for two flips. They hold for every finite number of sites and for any B that satisfies the hypotheses, whatever lattice or hopping it came from. A test on a small random matrix that disagrees with them by more than rounding explains points to the implementation or to a different convention for B, G or d.

The theorems start from a given matrix B. The auxiliary-field decoupling, the time-step error, the equality of the fermion trace with det(1 + B), and the sampling rule built on the ratio belong to the derivation of the method and have to be justified there. The sign of the weight is a separate matter too, since R may be negative or complex.

Floating-point numbers do not obey the field axioms. Rounding errors build up in G over many updates, a small R amplifies them, and long products of time-slice propagators are badly conditioned at low temperature. A code therefore still needs a stabilised recomputation of G at intervals, and the difference between the recomputed and the updated G measures the accumulated error.
